# The slope of the lower band equals the mean momentum in the two-plane-wave model with nonzero coupling

## Two plane waves at the zone edge

Take an electron, in units where ħ and the electron mass are 1, and two plane waves of momenta G/2 and −G/2. Both have kinetic energy G²/8, and a lattice potential couples them with a real strength V ≠ 0:

H = ( G²/8, V ; V, G²/8 )

The lower eigenvalue is G²/8 − |V|. Its unit eigenvector is (1, −1)/√2 for V > 0 and (1, 1)/√2 for V < 0. Either way each wave has weight 1/2, so the mean momentum is zero: the state is a standing wave. The band is also flat at this point, because its slope is the mean momentum at every wave number k.

## The model at general k

The plane waves now have momenta k and k − G:

H(k) = ( k²/2, V ; V, (k−G)²/2 )

Let m be the average of the two kinetic energies, δ half their difference, and R half the distance between the two eigenvalues:

m = (k² + (k−G)²)/4
δ = G(2k−G)/4
R = √(δ² + V²)

The lower band is E(k) = m − R. For V ≠ 0 and any real unit eigenvector (a, b) of H(k) with eigenvalue E(k), the claim is

E'(k) = a²k + b²(k−G).

## Why m − R is the lowest eigenvalue

Since k²/2 = m + δ and (k−G)²/2 = m − δ, an eigenvalue μ = m + ε with eigenvector (a, b) satisfies

(δ − ε)a + Vb = 0
Va − (δ + ε)b = 0.

Multiplying the first equation by δ + ε, the second by V, and adding gives (R² − ε²)a = 0. Multiplying the first by V, the second by δ − ε, and subtracting gives (R² − ε²)b = 0. The vector is nonzero, so ε² = R² and μ ≥ m − R.

The value m − R is attained by the vector (V, −(δ+R)), or by (1, 0) if that vector vanishes. For V ≠ 0, normalising it gives the weights

a² = (R − δ)/(2R), b² = (R + δ)/(2R).

## From the weights to the slope

The same weights follow from the eigenvalue equations. With ε = −R, multiply the first by a, the second by b, and subtract. Since a² + b² = 1,

R(b² − a²) = δ.

Because V ≠ 0, R is positive and the square root can be differentiated. With m' = k − G/2 and δ' = G/2,

E' = k − G/2 − Gδ/(2R)
= k − G/2 − G(b² − a²)/2
= k − Gb²
= a²k + b²(k−G).

At k = G/2, δ = 0, so a² = b² = 1/2 and E' = 0.

For V = 0 and G ≠ 0, put k = G/2 + 2x/G. Then δ = x and E = m − |x|, which has a kink at x = 0. The coupling, which stands for the Fourier component of the lattice potential that opens the gap, rounds this kink off.

## How the Lean statement encodes the physics

`hamiltonian V G k` is the matrix H(k), and `![a, b]` holds the amplitudes on the waves k and k − G, in that order. The names `detuning`, `splitting` and `lowerBand` stand for δ, R and E, so `splitting` is half the energy difference between the two bands at k; at the zone edge it is |V|, and the gap is 2|V|. `lowerBand` is defined by a formula, and `lowerBand_isLeast` identifies it as the least eigenvalue for all real V, G and k.

The main theorem, `band_velocity_eq_meanMomentum`, assumes `V ≠ 0`, normalisation and the eigenvalue equation. It concludes that E has derivative `meanMomentum G k a b` at k. That quantity is defined as the weighted sum of momenta, not derived from a differential operator. The case G = 0 is allowed, although the two basis waves then have the same momentum.

The model has one non-interacting electron, two plane waves, a real coupling and no constant potential term. It doesn't treat the full periodic problem.

The choice of `HasDerivAt` matters. Lean's `deriv` returns 0 where a function is not differentiable, so a statement that `deriv` vanishes at the zone edge would hold even at the kink for V = 0. `HasDerivAt` includes differentiability.

```lean
import Mathlib

open Matrix

namespace NearlyFreeElectron

noncomputable section

/-- The Hamiltonian at wave number `k` in the basis of the plane waves with momenta `k` and
`k - G`, coupled by the Fourier component `V` of the lattice potential. -/
def hamiltonian (V G k : ℝ) : Matrix (Fin 2) (Fin 2) ℝ :=
  !![k ^ 2 / 2, V; V, (k - G) ^ 2 / 2]

/-- Half the difference of the kinetic energies of the two plane waves. -/
def detuning (G k : ℝ) : ℝ := G * (2 * k - G) / 4

/-- The root of the squared detuning plus the squared coupling. -/
def splitting (V G k : ℝ) : ℝ := Real.sqrt (detuning G k ^ 2 + V ^ 2)

/-- The lower band: the average of the two kinetic energies minus the splitting. -/
def lowerBand (V G k : ℝ) : ℝ := (k ^ 2 + (k - G) ^ 2) / 4 - splitting V G k

/-- The mean momentum of the state with real amplitudes `a` on the plane wave `k` and `b` on the
plane wave `k - G`. -/
def meanMomentum (G k a b : ℝ) : ℝ := a ^ 2 * k + b ^ 2 * (k - G)

/-- The stationary Schrödinger equation written out for the two plane-wave amplitudes. -/
theorem eigen_iff (V G k μ : ℝ) (v : Fin 2 → ℝ) :
    hamiltonian V G k *ᵥ v = μ • v ↔
      k ^ 2 / 2 * v 0 + V * v 1 = μ * v 0 ∧ V * v 0 + (k - G) ^ 2 / 2 * v 1 = μ * v 1 := by
  rw [funext_iff, Fin.forall_fin_two]
  simp [hamiltonian, Matrix.mulVec, dotProduct, Fin.sum_univ_two]

/-- The lower band is the least eigenvalue of the two-wave Hamiltonian. -/
theorem lowerBand_isLeast (V G k : ℝ) :
    IsLeast {μ : ℝ | ∃ v : Fin 2 → ℝ, v ≠ 0 ∧ hamiltonian V G k *ᵥ v = μ • v}
      (lowerBand V G k) := by
  have hR : splitting V G k ^ 2 = (G * (2 * k - G) / 4) ^ 2 + V ^ 2 :=
    Real.sq_sqrt (by positivity)
  have hR0 : 0 ≤ splitting V G k := Real.sqrt_nonneg _
  constructor
  · by_cases h : V = 0 ∧ G * (2 * k - G) / 4 + splitting V G k = 0
    · -- without coupling the lower state may be the first plane wave itself
      refine ⟨![1, 0], fun h0 => one_ne_zero (congrFun h0 0), (eigen_iff _ _ _ _ _).2 ?_⟩
      change k ^ 2 / 2 * 1 + V * 0 = lowerBand V G k * 1 ∧
        V * 1 + (k - G) ^ 2 / 2 * 0 = lowerBand V G k * 0
      unfold lowerBand
      exact ⟨by linear_combination h.2, by linear_combination h.1⟩
    · refine ⟨![V, -(G * (2 * k - G) / 4 + splitting V G k)], fun h0 => h ⟨congrFun h0 0, ?_⟩,
        (eigen_iff _ _ _ _ _).2 ?_⟩
      · exact neg_eq_zero.1 (congrFun h0 1)
      · change k ^ 2 / 2 * V + V * -(G * (2 * k - G) / 4 + splitting V G k)
            = lowerBand V G k * V ∧
          V * V + (k - G) ^ 2 / 2 * -(G * (2 * k - G) / 4 + splitting V G k)
            = lowerBand V G k * -(G * (2 * k - G) / 4 + splitting V G k)
        unfold lowerBand
        exact ⟨by ring, by linear_combination -hR⟩
  · rintro μ ⟨v, hv, he⟩
    obtain ⟨h1, h2⟩ := (eigen_iff _ _ _ _ _).1 he
    -- the characteristic equation, multiplied by each amplitude
    have k0 : ((μ - (k ^ 2 + (k - G) ^ 2) / 4) ^ 2 - splitting V G k ^ 2) * v 0 = 0 := by
      linear_combination
        -(G * (2 * k - G) / 4 + (μ - (k ^ 2 + (k - G) ^ 2) / 4)) * h1 - V * h2 - v 0 * hR
    have k1 : ((μ - (k ^ 2 + (k - G) ^ 2) / 4) ^ 2 - splitting V G k ^ 2) * v 1 = 0 := by
      linear_combination
        -V * h1 + (G * (2 * k - G) / 4 - (μ - (k ^ 2 + (k - G) ^ 2) / 4)) * h2 - v 1 * hR
    have hx : (μ - (k ^ 2 + (k - G) ^ 2) / 4) ^ 2 - splitting V G k ^ 2 = 0 := by
      by_contra hne
      apply hv
      funext i
      fin_cases i
      · exact (mul_eq_zero.1 k0).resolve_left hne
      · exact (mul_eq_zero.1 k1).resolve_left hne
    unfold lowerBand
    by_contra hlt
    have hlt' := not_le.1 hlt
    have p := mul_pos
      (show 0 < (k ^ 2 + (k - G) ^ 2) / 4 - μ - splitting V G k by linarith)
      (show 0 < (k ^ 2 + (k - G) ^ 2) / 4 - μ + splitting V G k by linarith)
    nlinarith [p, hx]

/-- In a normalised state of the lower band, the splitting times the difference of the two
plane-wave weights equals the detuning. -/
theorem weight_imbalance {V G k a b : ℝ} (hnorm : a ^ 2 + b ^ 2 = 1)
    (heig : hamiltonian V G k *ᵥ ![a, b] = lowerBand V G k • ![a, b]) :
    splitting V G k * (b ^ 2 - a ^ 2) = detuning G k := by
  obtain ⟨h1, h2⟩ : k ^ 2 / 2 * a + V * b = lowerBand V G k * a ∧
      V * a + (k - G) ^ 2 / 2 * b = lowerBand V G k * b := (eigen_iff _ _ _ _ _).1 heig
  unfold lowerBand at h1 h2
  unfold detuning
  linear_combination -a * h1 + b * h2 + G * (2 * k - G) / 4 * hnorm

/-- For nonzero coupling the splitting is positive at every wave number. -/
theorem splitting_pos {V : ℝ} (hV : V ≠ 0) (G k : ℝ) : 0 < splitting V G k :=
  Real.sqrt_pos.2 (by positivity)

/-- The slope of the lower band in closed form, for nonzero coupling. -/
theorem hasDerivAt_lowerBand {V : ℝ} (hV : V ≠ 0) (G k : ℝ) :
    HasDerivAt (lowerBand V G)
      (k - G / 2 - G * detuning G k / (2 * splitting V G k)) k := by
  have hd : HasDerivAt (fun q => detuning G q) (G / 2) k :=
    (((((hasDerivAt_id' k).const_mul 2).sub_const G).const_mul G).div_const 4).congr_deriv
      (by ring)
  have hsum : HasDerivAt (fun q => detuning G q ^ 2 + V ^ 2) (G * detuning G k) k :=
    ((hd.fun_pow 2).add_const (V ^ 2)).congr_deriv (by norm_num; ring)
  -- the square root is differentiable because the coupling keeps its argument positive
  have hs : HasDerivAt (fun q => splitting V G q)
      (G * detuning G k / (2 * splitting V G k)) k :=
    hsum.sqrt (by positivity)
  have hm : HasDerivAt (fun q : ℝ => (q ^ 2 + (q - G) ^ 2) / 4) (k - G / 2) k :=
    ((((hasDerivAt_id' k).fun_pow 2).fun_add
      (((hasDerivAt_id' k).sub_const G).fun_pow 2)).div_const 4).congr_deriv
      (by norm_num; ring)
  exact hm.fun_sub hs

/-- For nonzero coupling, the slope of the lower band equals the mean momentum of any normalised
real eigenvector of that band. -/
theorem band_velocity_eq_meanMomentum {V G k a b : ℝ} (hV : V ≠ 0)
    (hnorm : a ^ 2 + b ^ 2 = 1)
    (heig : hamiltonian V G k *ᵥ ![a, b] = lowerBand V G k • ![a, b]) :
    HasDerivAt (lowerBand V G) (meanMomentum G k a b) k := by
  have hR := splitting_pos hV G k
  have himb := weight_imbalance hnorm heig
  have hq : G * detuning G k / (2 * splitting V G k) = G * (b ^ 2 - a ^ 2) / 2 := by
    rw [div_eq_iff (by positivity)]
    linear_combination -G * himb
  refine (hasDerivAt_lowerBand hV G k).congr_deriv ?_
  rw [hq]
  unfold meanMomentum
  linear_combination -(k - G / 2) * hnorm

/-- For nonzero coupling, a normalised state of the lower band at the zone edge has equal weight on
both plane waves, its mean momentum is zero, and the slope of the band is zero. -/
theorem zoneEdge_standing_wave {V G a b : ℝ} (hV : V ≠ 0) (hnorm : a ^ 2 + b ^ 2 = 1)
    (heig : hamiltonian V G (G / 2) *ᵥ ![a, b] = lowerBand V G (G / 2) • ![a, b]) :
    a ^ 2 = 1 / 2 ∧ b ^ 2 = 1 / 2 ∧ meanMomentum G (G / 2) a b = 0 ∧
      HasDerivAt (lowerBand V G) 0 (G / 2) := by
  have hd : detuning G (G / 2) = 0 := by unfold detuning; ring
  have himb := weight_imbalance hnorm heig
  rw [hd] at himb
  have hab := (mul_eq_zero.1 himb).resolve_left (splitting_pos hV G (G / 2)).ne'
  have hp : meanMomentum G (G / 2) a b = 0 := by
    unfold meanMomentum
    linear_combination -(G / 2) * hab
  exact ⟨by linarith, by linarith, hp,
    (band_velocity_eq_meanMomentum hV hnorm heig).congr_deriv hp⟩

/-- Without coupling, and for nonzero `G`, the lower band is not differentiable at the
zone edge. -/
theorem free_band_kink {G : ℝ} (hG : G ≠ 0) :
    ¬ DifferentiableAt ℝ (lowerBand 0 G) (G / 2) := by
  intro h
  -- in the rescaled variable `x` the splitting is `|x|`
  have h1 : DifferentiableAt ℝ (fun x : ℝ => lowerBand 0 G (G / 2 + 2 * x / G)) 0 := by
    have h' : DifferentiableAt ℝ (lowerBand 0 G) ((fun x : ℝ => G / 2 + 2 * x / G) 0) := by
      simpa using h
    exact DifferentiableAt.comp (g := lowerBand 0 G)
      (f := fun x : ℝ => G / 2 + 2 * x / G) (0 : ℝ) h' (by fun_prop)
  have h2 : (fun x : ℝ => |x|) = fun x : ℝ =>
      ((G / 2 + 2 * x / G) ^ 2 + (G / 2 + 2 * x / G - G) ^ 2) / 4
        - lowerBand 0 G (G / 2 + 2 * x / G) := by
    funext x
    have hc : G * (2 * x / G) = 2 * x := by field_simp
    have e : detuning G (G / 2 + 2 * x / G) = x := by
      unfold detuning
      linear_combination (1 / 2) * hc
    have hs : splitting 0 G (G / 2 + 2 * x / G) = |x| := by
      unfold splitting
      rw [e, zero_pow two_ne_zero, add_zero, Real.sqrt_sq_eq_abs]
    unfold lowerBand
    rw [hs]
    ring
  have h3 : DifferentiableAt ℝ (fun x : ℝ => |x|) 0 := by
    rw [h2]
    exact DifferentiableAt.fun_sub (by fun_prop) h1
  exact not_differentiableAt_abs_zero h3

end

end NearlyFreeElectron
```

```lean
#print axioms NearlyFreeElectron.lowerBand_isLeast
#print axioms NearlyFreeElectron.band_velocity_eq_meanMomentum
#print axioms NearlyFreeElectron.zoneEdge_standing_wave
#print axioms NearlyFreeElectron.free_band_kink
```

```
'NearlyFreeElectron.lowerBand_isLeast' depends on axioms: [propext, Classical.choice, Quot.sound]
'NearlyFreeElectron.band_velocity_eq_meanMomentum' depends on axioms: [propext, Classical.choice, Quot.sound]
'NearlyFreeElectron.zoneEdge_standing_wave' depends on axioms: [propext, Classical.choice, Quot.sound]
'NearlyFreeElectron.free_band_kink' depends on axioms: [propext, Classical.choice, Quot.sound]
```

## How the proof follows the algebra

`eigen_iff` turns the matrix equation into its two component equations.

In `lowerBand_isLeast`, the case split chooses between the two explicit eigenvectors. For the lower bound, `k0` and `k1` are the two eliminations above, and `hx` is ε² = R². If μ were below m − R, then m − μ − R and m − μ + R would both be positive. Their product would be positive too, contradicting `hx`; `nlinarith` closes this step.

`weight_imbalance` proves R(b² − a²) = δ. The coefficients `-a` and `b` in its `linear_combination` are, up to an overall sign, the multipliers used by hand, and the last term inserts the normalisation.

`splitting_pos` gives R > 0. In `hasDerivAt_lowerBand`, the facts `hd`, `hsum`, `hs` and `hm` differentiate δ, δ² + V², R and m in turn. The main theorem then replaces Gδ/(2R) by G(b² − a²)/2 in `hq` and finishes with the normalisation.

`zoneEdge_standing_wave` sets δ = 0 and cancels the positive R to get equal weights, zero mean momentum and zero slope. `free_band_kink` uses the substitution in x: if E were differentiable at the edge, |x| would be differentiable at 0.

## Band velocities in a plane-wave calculation

For non-interacting electrons in a local potential, a plane-wave code can obtain the velocity of a non-degenerate band from one diagonalisation, by summing each plane wave's momentum times the squared modulus of its normalised coefficient. The two-wave model is the smallest example with coupling between different plane waves. For G ≠ 0, |δ| grows to |V| over a distance 2|V|/|G| from the zone edge, and a step in k well below this distance lets a finite-difference check resolve the rounding of the kink. A central difference taken exactly at the edge is no test of this: the band is symmetric about that point, so the result is zero for every step, even when V = 0.
